# In the limit of strong spin-orbit coupling, bonding shifts the $p_{1/2}$ level of a two-function σ–π model by $(s-2t)/3$

In a homonuclear diatomic molecule of a heavy p-block element, spin-orbit coupling mixes σ and π orbitals. Take the functions $p_0\alpha$ and $p_1\beta$, each combined over the two atoms with the same parity. If the σ combination is bonding, the π combination is antibonding, and the other way round. When spin-orbit coupling dominates, the lower spinor should become $p_{1/2}$, with one third σ and two thirds π character, so the two contributions work against each other.

I would like to see this made rigorous in the smallest model. Let the σ function have bonding energy $s$ and the π function $-t$, where a negative value lowers the level, and let $x$ be the spin-orbit strength. Does the lower level, measured from the atomic $p_{1/2}$ energy $-x$, really tend to $(s-2t)/3$, and is the cancellation complete exactly when $s=2t$? Can the argument be checked by machine, in Lean?

## The $p_{1/2}$ spinor and the secular equation

Yes to all three, if the cancellation is understood in the limit $x\to+\infty$. Put the atomic p level without spin-orbit coupling at zero energy. The Hamiltonian is

$$H(x)=xA+\begin{pmatrix}s&0\\0&-t\end{pmatrix},\qquad A=\begin{pmatrix}0&1/\sqrt2\\1/\sqrt2&-1/2\end{pmatrix}.$$

Here $A$ is the matrix of $\boldsymbol\ell\cdot\mathbf s$. The normalised spinor $u=(1,-\sqrt2)/\sqrt3$ satisfies $Au=-u$: the first component of $Au$ is $-1/\sqrt3$, and the second is $(1/\sqrt2+\sqrt2/2)/\sqrt3=\sqrt2/\sqrt3$. Its mean bonding energy is

$$\tfrac13 s+\tfrac23(-t)=\frac{s-2t}{3}.$$

The mean of $H(x)$ in $u$ is therefore $-x+(s-2t)/3$, and by the variational principle the least eigenvalue $e(x)$ is no higher. The secular equation gives the same bound and also the limit. It reads

$$(s-\mu)\left(-t-\tfrac x2-\mu\right)-\tfrac{x^2}{2}=0,$$

and its lower root is

$$e(x)=\tfrac12\left(s-t-\tfrac x2-\sqrt D\right),\qquad D=\left(s+t+\tfrac x2\right)^2+2x^2.$$

At $x=0$ the square root $\sqrt D$ is $|s+t|$, so $e(0)=(s-t-|s+t|)/2=\min(s,-t)$: without spin-orbit coupling the lower level is a pure σ or π level if $s\ne-t$, and the two functions are degenerate if $s=-t$.

For general $x$, set $G=\tfrac{3x}{2}+\tfrac{s+t}{3}$. Expanding both squares gives

$$D=\tfrac94x^2+(s+t)x+(s+t)^2=G^2+\tfrac89(s+t)^2.$$

Inserting $e(x)$ gives the exact gap

$$\frac{s-2t}{3}-\bigl(e(x)+x\bigr)=\frac{\sqrt D-G}{2}.$$

Since $\sqrt D\ge|G|\ge G$, the gap is never negative, and it is positive if $s+t\ne0$. If $G>0$, then

$$\frac{\sqrt D-G}{2}=\frac{D-G^2}{2(\sqrt D+G)}\le\frac{2(s+t)^2}{9G}=\frac{4(s+t)^2}{3\,(9x+2(s+t))}.$$

The right-hand side tends to zero as $x\to+\infty$, so $e(x)+x\to(s-2t)/3$. This limit is zero exactly when $s=2t$.

Even then, unless both bonding energies are zero, the cancellation is complete only in the limit. For $s=2t\neq0$ we have $s+t=3t\ne0$, so $e(x)+x<0$ at every finite $x$.

## The Lean file

```lean
import Mathlib

open Matrix Filter Topology

namespace SpinOrbitBonding

noncomputable section

/-- Spin-orbit coupling on the pair (p0 alpha, p1 beta), in units of the coupling constant. -/
def spinOrbit : Matrix (Fin 2) (Fin 2) ℝ :=
  !![0, 1 / √2; 1 / √2, -1 / 2]

/-- Bonding energies: `s` for the sigma function p0 and `-t` for the pi function p1. -/
def bonding (s t : ℝ) : Matrix (Fin 2) (Fin 2) ℝ :=
  !![s, 0; 0, -t]

/-- The Hamiltonian with spin-orbit strength `x` and bonding energies `s` and `-t`. -/
def hamiltonian (s t x : ℝ) : Matrix (Fin 2) (Fin 2) ℝ :=
  x • spinOrbit + bonding s t

/-- The energy levels: all real eigenvalues of the Hamiltonian. -/
def levels (s t x : ℝ) : Set ℝ :=
  {μ | ∃ v : Fin 2 → ℝ, v ≠ 0 ∧ hamiltonian s t x *ᵥ v = μ • v}

/-- The lower root of the secular equation. -/
def lowerLevel (s t x : ℝ) : ℝ :=
  (s - t - x / 2 - √((s + t + x / 2) ^ 2 + 2 * x ^ 2)) / 2

/-- The spinor with one third sigma and two thirds pi character. -/
def spinor : Fin 2 → ℝ := ![1 / √3, -(√2 / √3)]

/-- The spinor is normalised, is an eigenvector of the spin-orbit coupling with eigenvalue -1,
and has mean bonding energy `(s - 2t)/3`. -/
theorem spinor_properties (s t : ℝ) :
    spinor ⬝ᵥ spinor = 1 ∧ spinOrbit *ᵥ spinor = -spinor ∧
      spinor ⬝ᵥ (bonding s t *ᵥ spinor) = (s - 2 * t) / 3 := by
  have h2 : √2 ^ 2 = (2 : ℝ) := Real.sq_sqrt (by norm_num)
  have h3 : (√3)⁻¹ ^ 2 = (1 / 3 : ℝ) := by
    rw [inv_pow, Real.sq_sqrt (by norm_num)]
    norm_num
  have h : 1 / √2 = √2 / 2 := by
    rw [div_eq_div_iff (by positivity) (by norm_num)]
    linear_combination -h2
  refine ⟨?_, ?_, ?_⟩
  · simp only [spinor, dotProduct, Fin.sum_univ_two, Matrix.cons_val_zero, Matrix.cons_val_one]
    linear_combination (1 + √2 ^ 2) * h3 + h2 / 3
  · refine funext (Fin.forall_fin_two.mpr ⟨?_, ?_⟩)
    · simp only [spinOrbit, h, spinor, Matrix.mulVec, dotProduct, Fin.sum_univ_two,
        Matrix.of_apply, Matrix.cons_val_zero, Matrix.cons_val_one, Pi.neg_apply]
      linear_combination (-(√3)⁻¹ / 2) * h2
    · simp only [spinOrbit, h, spinor, Matrix.mulVec, dotProduct, Fin.sum_univ_two,
        Matrix.of_apply, Matrix.cons_val_zero, Matrix.cons_val_one, Pi.neg_apply]
      ring
  · simp only [bonding, spinor, Matrix.mulVec, dotProduct, Fin.sum_univ_two,
      Matrix.of_apply, Matrix.cons_val_zero, Matrix.cons_val_one]
    linear_combination (s - t * √2 ^ 2) * h3 - t / 3 * h2

/-- A number is an energy level exactly when it solves the secular equation. -/
theorem mem_levels_iff (s t x μ : ℝ) :
    μ ∈ levels s t x ↔ (s - μ) * (-t - x / 2 - μ) - x ^ 2 / 2 = 0 := by
  have h : (√2)⁻¹ ^ 2 = (1 / 2 : ℝ) := by
    rw [inv_pow, Real.sq_sqrt (by norm_num)]
    norm_num
  have key : (hamiltonian s t x - μ • (1 : Matrix (Fin 2) (Fin 2) ℝ)).det
      = (s - μ) * (-t - x / 2 - μ) - x ^ 2 / 2 := by
    rw [Matrix.det_fin_two]
    simp [hamiltonian, spinOrbit, bonding]
    linear_combination (-x ^ 2) * h
  -- a nonzero eigenvector exists exactly when the secular determinant vanishes
  rw [← key, ← Matrix.exists_mulVec_eq_zero_iff]
  simp only [levels, Set.mem_ofPred_eq, Matrix.sub_mulVec, Matrix.smul_mulVec,
    Matrix.one_mulVec, sub_eq_zero]

/-- The lower root is the least energy level of the Hamiltonian. -/
theorem lowerLevel_isLeast (s t x : ℝ) : IsLeast (levels s t x) (lowerLevel s t x) := by
  constructor
  · rw [mem_levels_iff]
    have hr : √((s + t + x / 2) ^ 2 + 2 * x ^ 2) ^ 2 = (s + t + x / 2) ^ 2 + 2 * x ^ 2 :=
      Real.sq_sqrt (by positivity)
    unfold lowerLevel
    linear_combination hr / 4
  · intro μ hμ
    rw [mem_levels_iff] at hμ
    have h1 : (s - t - x / 2 - 2 * μ) ^ 2 ≤ (s + t + x / 2) ^ 2 + 2 * x ^ 2 :=
      le_of_eq (by linear_combination 4 * hμ)
    have h2 := (le_abs_self _).trans (Real.abs_le_sqrt h1)
    unfold lowerLevel
    linarith

/-- Without spin-orbit coupling the lower level is the smaller of the two bonding energies. -/
theorem lowerLevel_zero (s t : ℝ) : lowerLevel s t 0 = min s (-t) := by
  have h : (s + t + 0 / 2) ^ 2 + 2 * (0 : ℝ) ^ 2 = (s + t) ^ 2 := by ring
  unfold lowerLevel
  rw [h, Real.sqrt_sq_eq_abs]
  rcases le_total s (-t) with h | h
  · rw [min_eq_left h, abs_of_nonpos (by linarith)]
    ring
  · rw [min_eq_right h, abs_of_nonneg (by linarith)]
    ring

/-- The lower level, measured from the spin-orbit energy `-x`, is at most `(s - 2t)/3`. -/
theorem lowerLevel_add_le (s t x : ℝ) : lowerLevel s t x + x ≤ (s - 2 * t) / 3 := by
  have h1 : (3 * x / 2 + (s + t) / 3) ^ 2 ≤ (s + t + x / 2) ^ 2 + 2 * x ^ 2 := by
    nlinarith [sq_nonneg (s + t)]
  have h2 := (le_abs_self _).trans (Real.abs_le_sqrt h1)
  unfold lowerLevel
  linarith

/-- If the two bonding energies `s` and `-t` differ, the upper bound is strict at every
spin-orbit strength. -/
theorem lowerLevel_add_lt (s t x : ℝ) (hst : s + t ≠ 0) :
    lowerLevel s t x + x < (s - 2 * t) / 3 := by
  have hpos : 0 < (s + t) ^ 2 := by positivity
  have h1 : (3 * x / 2 + (s + t) / 3) ^ 2 < (s + t + x / 2) ^ 2 + 2 * x ^ 2 := by
    nlinarith
  have h2 := Real.lt_sqrt_of_sq_lt h1
  unfold lowerLevel
  linarith

/-- When `9x + 2(s + t)` is positive, the shifted lower level lies below `(s - 2t)/3` by at most
`4(s + t)²/3` divided by that quantity. -/
theorem le_lowerLevel_add (s t x : ℝ) (hx : 0 < 9 * x + 2 * (s + t)) :
    (s - 2 * t) / 3 - 4 / 3 * (s + t) ^ 2 / (9 * x + 2 * (s + t)) ≤ lowerLevel s t x + x := by
  have hq0 : 0 ≤ 4 / 3 * (s + t) ^ 2 / (9 * x + 2 * (s + t)) :=
    div_nonneg (by positivity) hx.le
  have hq := (div_eq_iff (c := 4 / 3 * (s + t) ^ 2 / (9 * x + 2 * (s + t))) hx.ne').mp rfl
  generalize 4 / 3 * (s + t) ^ 2 / (9 * x + 2 * (s + t)) = q at hq0 hq ⊢
  -- complete the square above the discriminant
  have h : √((s + t + x / 2) ^ 2 + 2 * x ^ 2) ≤ (9 * x + 2 * (s + t)) / 6 + 2 * q := by
    rw [Real.sqrt_le_iff]
    constructor
    · linarith
    · nlinarith [sq_nonneg q]
  unfold lowerLevel
  linarith

/-- The least eigenvalue `e(x)` of the Hamiltonian equals `min s (-t)` at `x = 0`, satisfies
`e(x) + x ≤ (s - 2t)/3`, and `e(x) + x` tends to `(s - 2t)/3` as `x` grows. -/
theorem strong_spinOrbit_limit (s t : ℝ) :
    (∀ x, IsLeast (levels s t x) (lowerLevel s t x)) ∧
      lowerLevel s t 0 = min s (-t) ∧
      (∀ x, lowerLevel s t x + x ≤ (s - 2 * t) / 3) ∧
      Tendsto (fun x => lowerLevel s t x + x) atTop (𝓝 ((s - 2 * t) / 3)) := by
  refine ⟨lowerLevel_isLeast s t, lowerLevel_zero s t, lowerLevel_add_le s t, ?_⟩
  have hP : Tendsto (fun x : ℝ => 9 * x + 2 * (s + t)) atTop atTop :=
    tendsto_atTop_add_const_right _ _ (tendsto_id.const_mul_atTop (by norm_num))
  have hlow : Tendsto
      (fun x : ℝ => (s - 2 * t) / 3 - 4 / 3 * (s + t) ^ 2 / (9 * x + 2 * (s + t)))
      atTop (𝓝 ((s - 2 * t) / 3)) := by
    simpa using (tendsto_const_nhds (x := (s - 2 * t) / 3)).sub
      ((tendsto_const_nhds (x := 4 / 3 * (s + t) ^ 2)).div_atTop hP)
  -- squeeze between the explicit lower bound and the constant upper bound
  refine tendsto_of_tendsto_of_tendsto_of_le_of_le' hlow tendsto_const_nhds ?_ ?_
  · filter_upwards [hP.eventually_gt_atTop 0] with x hx
    exact le_lowerLevel_add s t x hx
  · exact Eventually.of_forall (lowerLevel_add_le s t)

/-- The bonding contribution to the lower level vanishes in the limit of strong spin-orbit
coupling exactly when `s = 2t`. -/
theorem bonding_cancels_iff (s t : ℝ) :
    Tendsto (fun x => lowerLevel s t x + x) atTop (𝓝 0) ↔ s = 2 * t := by
  have hlim := (strong_spinOrbit_limit s t).2.2.2
  constructor
  · intro h
    have h0 := tendsto_nhds_unique hlim h
    linarith
  · intro h
    have h0 : (s - 2 * t) / 3 = 0 := by
      rw [h]
      ring
    rwa [h0] at hlim

end

end SpinOrbitBonding
```

```lean
#print axioms SpinOrbitBonding.spinor_properties
#print axioms SpinOrbitBonding.lowerLevel_add_lt
#print axioms SpinOrbitBonding.bonding_cancels_iff
```

```
'SpinOrbitBonding.spinor_properties' depends on axioms: [propext, Classical.choice, Quot.sound]
'SpinOrbitBonding.lowerLevel_add_lt' depends on axioms: [propext, Classical.choice, Quot.sound]
'SpinOrbitBonding.bonding_cancels_iff' depends on axioms: [propext, Classical.choice, Quot.sound]
```

## What the theorems say about the model

The matrices `spinOrbit`, `bonding` and `hamiltonian s t x` are $A$, $\mathrm{diag}(s,-t)$ and $H(x)$. Index 0 stands for $p_0\alpha$ and index 1 for $p_1\beta$. The parameters `s`, `t` and `x` are arbitrary real numbers in a common energy unit. A negative energy shift is bonding, so positive `s` and `t` describe an antibonding σ and a bonding π function, and negative values the reverse.

The set `levels s t x` contains every real $\mu$ for which $H(x)v=\mu v$ has a nonzero real solution $v$. Real vectors suffice because the matrix is real and symmetric. The function `lowerLevel` is defined by the closed formula for $e(x)$, so it needs a proof that it is an energy level and that no level lies below it. The statement `IsLeast (levels s t x) (lowerLevel s t x)` says both.

The theorem `strong_spinOrbit_limit` then states, for all real $s$ and $t$:

- `lowerLevel s t x` is the least level at every $x$;
- it equals $\min(s,-t)$ at $x=0$;
- $e(x)+x\le(s-2t)/3$ at every real $x$;
- $e(x)+x$ tends to $(s-2t)/3$ as $x\to+\infty$, which is the meaning of `atTop`.

The theorem `bonding_cancels_iff` adds that the limit is zero if and only if $s=2t$.

Two auxiliary theorems carry hypotheses, and each fails without its own. The examples that show this are purely algebraic: in the molecule described at the start, $s$ and $t$ have the same sign and $x$ is positive. The strict bound `lowerLevel_add_lt` assumes $s+t\neq0$. For $s=1$, $t=-1$, $x=1$ the bonding matrix is the identity, $e(1)=0$, and $e(1)+1=1=(s-2t)/3$, so the bound is attained. The error estimate `le_lowerLevel_add` assumes $9x+2(s+t)>0$. For $s=t=0$, $x=-1$ its left-hand side is $0$, while $e(-1)-1=-\tfrac32$.

The parameters $s$ and $t$ are given numbers and are not derived from a molecular calculation. Overlap, electron repulsion, other basis functions and any dependence of $s$ and $t$ on $x$ are left out. For molecular four-component SCF, this one-electron, two-function model indicates how a valence $p_{1/2}$ spinor can lose bonding character; it does not give a binding energy.

## How the proof follows the algebra

`spinor_properties` verifies the norm, the eigenvalue $-1$ and the mean bonding energy of $u$. Each matrix expression is expanded into components, and the goals are closed by `ring` or by `linear_combination` with $(\sqrt2)^2=2$ and $(1/\sqrt3)^2=1/3$. The later theorems do not use this result, because they obtain the upper bound from the discriminant instead of the variational principle.

`mem_levels_iff` is the secular equation. It computes the determinant of $H(x)-\mu$ and applies Mathlib's theorem that a square matrix has a nonzero null vector exactly when its determinant vanishes.

`lowerLevel_isLeast` has two parts. Inserting the formula into the secular equation and using $(\sqrt D)^2=D$ shows that $e(x)$ is a level. Conversely, any level $\mu$ satisfies $(s-t-x/2-2\mu)^2=D$, so $s-t-x/2-2\mu\le\sqrt D$, which rearranges to $e(x)\le\mu$.

`lowerLevel_zero` turns the square root into $|s+t|$ and treats the cases $s\le-t$ and $-t\le s$ separately.

`lowerLevel_add_le` proves $G^2\le D$ with `nlinarith`, takes square roots to get $G\le\sqrt D$, and finishes with linear arithmetic. `lowerLevel_add_lt` does the same with strict inequalities.

`le_lowerLevel_add` bounds the root from above. It writes $q$ for the claimed error $4(s+t)^2/\bigl(3(9x+2(s+t))\bigr)$ and shows $\sqrt D\le G+2q$. This holds because $4qG=\tfrac89(s+t)^2$, and therefore $(G+2q)^2=D+4q^2\ge D$. The file writes $G$ as `(9 * x + 2 * (s + t)) / 6`.

In `strong_spinOrbit_limit`, the denominator $9x+2(s+t)$ tends to infinity, so the explicit lower bound tends to $(s-2t)/3$. The upper bound is that same constant, and the squeeze theorem gives the limit. The lower bound is needed only for large $x$, where the denominator is positive; `filter_upwards` supplies this condition.

For `bonding_cancels_iff`, if $e(x)+x$ also tends to zero, uniqueness of limits gives $(s-2t)/3=0$ and hence $s=2t$. In the other direction, $s=2t$ makes the known limit zero.
